# A matrix pencil invertible at one complex parameter is invertible at some real one

The lemma concerns two complex square matrices `A` and `B` of the same finite size, combined as A + zB with a scalar parameter z. It states that if this combination has nonzero determinant at one complex value `z₀`, then it has nonzero determinant at some real value `t`; neither matrix is assumed Hermitian or invertible. The attempt builds a matrix `M` of polynomials and shows, in the step `key`, that evaluating `M.det` at z gives det(A + zB). If the determinant vanished at every real parameter, this polynomial would have infinitely many roots and so be zero, contradicting the hypothesis at `z₀`.

This version doesn't compile in Lean 4 with Mathlib:

```lean
import Mathlib

open Matrix Complex

namespace AntilinearSymmetryRealForm

noncomputable section

variable {n : Type*} [Fintype n] [DecidableEq n]

/-- A matrix pencil `A + z B` that is invertible at one complex `z` is invertible at some
real parameter. -/
theorem exists_real_det_ne_zero (A B : Matrix n n ℂ) (z₀ : ℂ) (h₀ : (A + z₀ • B).det ≠ 0) :
    ∃ t : ℝ, (A + (t : ℂ) • B).det ≠ 0 := by
  -- the determinant is a polynomial in the parameter
  let M : Matrix n n (Polynomial ℂ) :=
    Matrix.of fun i j => Polynomial.C (A i j) + Polynomial.X * Polynomial.C (B i j)
  have key : ∀ z : ℂ, M.det.eval z = (A + z • B).det := by
    intro z
    have h := RingHom.map_det (Polynomial.evalRingHom z) M
    rw [← Polynomial.coe_evalRingHom, h]
    congr 1
    ext i j
    simp [M]
  by_contra hcon
  push Not at hcon
  -- vanishing at every real number would make it the zero polynomial
  have hinf : Set.Infinite {x | Polynomial.IsRoot M.det x} :=
    Set.infinite_of_injective_forall_mem Complex.ofReal_injective
      (fun t : ℝ => (key t).trans (hcon t))
  have hz := Polynomial.eq_zero_of_infinite_isRoot _ hinf
  apply h₀
  rw [← key, hz, Polynomial.eval_zero]

end

end AntilinearSymmetryRealForm
```

The error:

```
Main.lean:18:56: error: unsolved goals
n : Type u_1
inst✝¹ : Fintype n
inst✝ : DecidableEq n
A B : Matrix n n ℂ
z₀ : ℂ
h₀ : (A + z₀ • B).det ≠ 0
M : Matrix n n (Polynomial ℂ) := of fun i j => Polynomial.C (A i j) + Polynomial.X * Polynomial.C (B i j)
z : ℂ
h : (Polynomial.evalRingHom z) M.det = ((Polynomial.evalRingHom z).mapMatrix M).det
i j : n
⊢ B i j * z = z * B i j
```

This version goes through:

```diff
@@ -23,4 +23,5 @@
     ext i j
     simp [M]
+    ring
   by_contra hcon
   push Not at hcon
```

Diagnosis. The message says that the proof of `key` ends with a goal still open: `B i j * z = z * B i j`. This is true, since complex multiplication commutes, but `simp [M]` doesn't prove it.

The two orders arise during simplification. The entries of `M` are written with `Polynomial.X` to the left of the constant `Polynomial.C (B i j)`, but Mathlib's simp lemma `Polynomial.X_mul_C` moves the constant to the left. Evaluation at `z` then gives `B i j * z`, while the corresponding entry of `z • B` becomes `z * B i j`. The common term `A i j` cancels, leaving only the difference in order. `simp` does not use `mul_comm` by default, so it stops there.

The added `ring` proves the remaining equality, because it works up to the commutative ring laws. That completes `key`, and the rest of the proof is unchanged.
